# The rigid-dipole estimate overstates the energy asymmetry of a biased quartic Landau double well by less than 3%

A two-state model of a ferroelectric cell needs the energy offset between its two polarization states as input. When the cell is imprinted, a quick way to set this offset is $2pE$, the energy per unit volume needed to reverse a polarization of fixed size $p$ in a bias field $E$. The real polarizations shift with the field, so the estimate has an error, and in the quartic Landau model that error can be bounded.

## Bounds on the offset

The energy density at polarization $P$ is

$$F(P)=-\frac{a}{2}P^2+\frac{b}{4}P^4-EP,\qquad a,b>0.$$

At $E=0$ its minima are at $\pm p$, with $p=\sqrt{a/b}$. For

$$0<E<E_c=\frac{2ap}{3\sqrt3}$$

there are exactly two local minima, $y<0<x$, and

$$\frac{9\sqrt3}{8}\,pE<F(y)-F(x)<2pE.$$

The lower constant is about $1.949$, so $2pE$ is always too large, by less than 2.7% of the true offset. The weaker lower bound $\sqrt3\,pE$ follows.

## Two-state rates and minimiser checks

The offset is also the difference between the two switching barriers, so it fixes the ratio of forward and backward rates in a thermally activated two-state model with equal attempt rates. For a uniform, one-component polarization, the bounds say how far that ratio can be off when $2pE$ is used. The relative error of the offset is small, but it enters an exponent: for an offset of $20\,k_BT$ in the switching volume, the bounds limit the error in the ratio to a factor of about 1.7. Errors near this limit occur only close to $E_c$, where the smaller barrier vanishes and a thermally activated rate no longer applies.

The bounds also give a test for a routine that minimises $F$ numerically. Up to rounding and convergence tolerance, the computed offset divided by $pE$ must lie between $9\sqrt3/8$ and $2$.

## From the Landau equation to the two bounds

A stationary point satisfies $bP^3-aP=E$. Put $q=p/\sqrt3$, so that $a=3bq^2$ and $E_c=2bq^3$. The function $g(P)=bP^3-3bq^2P$ takes the values

$$g(-2q)=-2bq^3,\quad g(-q)=2bq^3,\quad g(q)=-2bq^3,\quad g(2q)=2bq^3.$$

Since $|E|<2bq^3$, there is a root $y$ in $(-2q,-q)$ and a root $x$ in $(q,2q)$. The cubic has no quadratic term, so the third root is $-(x+y)$, which lies in $(-q,q)$. The curvature $3b(P^2-q^2)$ is positive at $x$ and $y$ and negative at the third root. Hence $x$ and $y$ are the only minima.

Subtracting the two Landau equations and dividing by $b(x-y)$ gives

$$x^2+xy+y^2=\frac ab=3q^2,$$

and then $E=bx^3-ax=-bxy(x+y)$. Insert both into the energy difference:

$$\begin{aligned}
F(y)-F(x)&=(x-y)\left[\frac{a(x+y)}2-\frac{b(x+y)(x^2+y^2)}4+E\right]\\
&=b(x-y)(x+y)\left[\frac{x^2+y^2}{4}-\frac{xy}{2}\right]\\
&=\frac b4(x+y)(x-y)^3.
\end{aligned}$$

Now let $s=x+y$ and $d=x-y$. The relation between the roots becomes $3s^2+d^2=12q^2$, and the field is

$$E=bs(3q^2-s^2)=\frac{bs}{3}(d^2-3q^2).$$

Because $|s|<q$, the factor $3q^2-s^2$ is positive, so $E>0$ forces $s>0$. From $0<s<q$ it follows that $9q^2<d^2<12q^2$, that is, $3q<d<2p$.

With $p=\sqrt3\,q$, the lower bound comes from

$$\frac{bsd^3}{4}-\frac{9\sqrt3}{8}pE=\frac{bs}{8}(2d^3-9qd^2+27q^3)=\frac{bs}{8}(d-3q)^2(2d+3q)>0.$$

The upper bound comes from

$$2pE-\frac{bsd^3}{4}=\frac{bs}{12}(8pd^2-8p^3-3d^3)=\frac{bs}{12}(2p-d)(3d^2-2pd-4p^2).$$

Here $3d^2>27q^2=9p^2$ and $2pd<4p^2$, so the last factor exceeds $p^2$ and the product is positive.

At $E=E_c$ the points $-q$ and $2q$ are stationary, with $s=q$ and $d=3q$. The square in the lower bound vanishes, and the energy difference equals $(9\sqrt3/8)\,pE_c$. By continuity, no larger constant would work for all fields below $E_c$.

## The derivation in Lean

`hasDerivAt_landauEnergy` supplies the slope. `energy_sub_stationary` writes the energy change from a stationary point as $(P-x)^2$ times a bracket, whose value at $P=x$ is half the curvature. Continuity keeps the sign of this bracket near $x$. `isLocalMin_of_curvature` uses this to show that positive curvature gives a minimum. `stationary_of_isLocalMin` uses it in the other direction: with negative curvature, a displacement of `ε / 2` would lower the energy.

`two_minima` finds the roots with `intermediate_value_Ioo` and excludes the third one by its curvature. `stationary_pair` and `asymmetry_eq` are the root relation and the closed form of the energy difference. The private lemma `scale` introduces $q$.

In `imprint_asymmetry`, the `generalize` steps replace the sum and difference of the roots by `s` and `d`. The two factorisations are checked by `linear_combination`, and the signs of their factors then give the bounds. `rigid_dipole_overestimates` identifies the given minima with the two already found and weakens the lower constant. `asymmetry_at_coerciveField` evaluates the endpoint.

```lean
import Mathlib

open Topology

namespace FerroelectricImprint

noncomputable section

/-- Landau energy of a ferroelectric with polarization `P` in a bias field `E`. -/
def landauEnergy (a b E P : ℝ) : ℝ := -a * P ^ 2 / 2 + b * P ^ 4 / 4 - E * P

/-- The intrinsic coercive field `2 a p / (3 √3)` with `p = √(a/b)`, for `a, b > 0`. -/
def coerciveField (a b : ℝ) : ℝ := 2 * a * √(a / b) / (3 * √3)

/-- The slope of the Landau energy is `b P³ - a P - E`. -/
theorem hasDerivAt_landauEnergy (a b E x : ℝ) :
    HasDerivAt (landauEnergy a b E) (b * x ^ 3 - a * x - E) x := by
  have h1 := hasDerivAt_id' x
  have h2 := h1.fun_mul h1
  have h4 := h2.fun_mul h2
  have h := ((h2.const_mul (-a / 2)).fun_add (h4.const_mul (b / 4))).fun_sub (h1.const_mul E)
  have hf : landauEnergy a b E =
      fun P => -a / 2 * (P * P) + b / 4 * (P * P * (P * P)) - E * P := by
    funext P
    unfold landauEnergy
    ring
  rw [hf]
  exact h.congr_deriv (by ring)

/-- Exact expansion of the energy about a stationary polarization `x`. -/
theorem energy_sub_stationary {a b E x : ℝ} (h : b * x ^ 3 - a * x = E) (P : ℝ) :
    landauEnergy a b E P - landauEnergy a b E x =
      (P - x) ^ 2 * (b * (P ^ 2 + 2 * x * P + 3 * x ^ 2) / 4 - a / 2) := by
  unfold landauEnergy
  rw [← h]
  ring

/-- A stationary polarization with positive curvature `3 b x² - a` is a local minimum. -/
theorem isLocalMin_of_curvature {a b E x : ℝ} (h : b * x ^ 3 - a * x = E)
    (hc : a < 3 * b * x ^ 2) : IsLocalMin (landauEnergy a b E) x := by
  have hcont : Continuous fun P : ℝ =>
      b * (P ^ 2 + 2 * x * P + 3 * x ^ 2) / 4 - a / 2 := by fun_prop
  have hev : ∀ᶠ P in 𝓝 x, 0 < b * (P ^ 2 + 2 * x * P + 3 * x ^ 2) / 4 - a / 2 :=
    (isOpen_lt continuous_const hcont).mem_nhds
      (show 0 < b * (x ^ 2 + 2 * x * x + 3 * x ^ 2) / 4 - a / 2 by nlinarith)
  have hmin : ∀ᶠ P in 𝓝 x, landauEnergy a b E x ≤ landauEnergy a b E P := by
    filter_upwards [hev] with P hP
    have h1 := energy_sub_stationary h P
    have h2 := mul_nonneg (sq_nonneg (P - x)) hP.le
    linarith
  exact hmin

/-- At a local minimum the Landau equation holds and the curvature is not negative. -/
theorem stationary_of_isLocalMin {a b E x : ℝ} (h : IsLocalMin (landauEnergy a b E) x) :
    b * x ^ 3 - a * x = E ∧ a ≤ 3 * b * x ^ 2 := by
  have hs : b * x ^ 3 - a * x = E := by
    linarith [h.hasDerivAt_eq_zero (hasDerivAt_landauEnergy a b E x)]
  refine ⟨hs, ?_⟩
  by_contra hc
  push Not at hc
  have hcont : Continuous fun P : ℝ =>
      b * (P ^ 2 + 2 * x * P + 3 * x ^ 2) / 4 - a / 2 := by fun_prop
  have hev : ∀ᶠ P in 𝓝 x, b * (P ^ 2 + 2 * x * P + 3 * x ^ 2) / 4 - a / 2 < 0 :=
    (isOpen_lt hcont continuous_const).mem_nhds
      (show b * (x ^ 2 + 2 * x * x + 3 * x ^ 2) / 4 - a / 2 < 0 by nlinarith)
  have hmin : ∀ᶠ P in 𝓝 x, landauEnergy a b E x ≤ landauEnergy a b E P := h
  -- a small displacement would lower the energy
  obtain ⟨ε, hε, H⟩ := Metric.eventually_nhds_iff.mp (hmin.and hev)
  have hd : dist (x + ε / 2) x < ε := by
    rw [Real.dist_eq, add_sub_cancel_left, abs_of_pos (half_pos hε)]
    exact half_lt_self hε
  obtain ⟨h1, h2⟩ := H hd
  have hsq : 0 < (x + ε / 2 - x) ^ 2 := by
    rw [add_sub_cancel_left]
    positivity
  have h3 := mul_neg_of_pos_of_neg hsq h2
  linarith [energy_sub_stationary hs (x + ε / 2)]

/-- Two distinct stationary polarizations `x`, `y` satisfy `a = b (x² + x y + y²)`. -/
theorem stationary_pair {a b E x y : ℝ} (hne : x ≠ y) (hx : b * x ^ 3 - a * x = E)
    (hy : b * y ^ 3 - a * y = E) : a = b * (x ^ 2 + x * y + y ^ 2) := by
  have h0 : (x - y) * (b * (x ^ 2 + x * y + y ^ 2) - a) = 0 := by
    linear_combination hx - hy
  rcases mul_eq_zero.mp h0 with h | h
  · exact absurd (sub_eq_zero.mp h) hne
  · linarith

/-- The energy difference of two distinct stationary polarizations in closed form. -/
theorem asymmetry_eq {a b E x y : ℝ} (hne : x ≠ y) (hx : b * x ^ 3 - a * x = E)
    (hy : b * y ^ 3 - a * y = E) :
    landauEnergy a b E y - landauEnergy a b E x = b * (x + y) * (x - y) ^ 3 / 4 := by
  have hv := stationary_pair hne hx hy
  unfold landauEnergy
  rw [← hx, hv]
  ring

/-- For `b, q > 0`, `a = 3 b q²` and `|E| < 2 b q³` the energy has exactly two local minima,
one between `-2q` and `-q`, the other between `q` and `2q`. -/
theorem two_minima {b q E : ℝ} (hb : 0 < b) (hq : 0 < q) (hE : |E| < 2 * b * q ^ 3) :
    ∃ y x, y ∈ Set.Ioo (-(2 * q)) (-q) ∧ x ∈ Set.Ioo q (2 * q) ∧
      ∀ P, IsLocalMin (landauEnergy (3 * b * q ^ 2) b E) P ↔ P = y ∨ P = x := by
  obtain ⟨hE1, hE2⟩ := abs_lt.mp hE
  have hf : Continuous fun P : ℝ => b * P ^ 3 - 3 * b * q ^ 2 * P := by fun_prop
  obtain ⟨x, ⟨hx1, hx2⟩, hx'⟩ := intermediate_value_Ioo (by linarith : q ≤ 2 * q)
    hf.continuousOn (show E ∈ Set.Ioo (b * q ^ 3 - 3 * b * q ^ 2 * q)
      (b * (2 * q) ^ 3 - 3 * b * q ^ 2 * (2 * q)) from ⟨by nlinarith, by nlinarith⟩)
  obtain ⟨y, ⟨hy1, hy2⟩, hy'⟩ := intermediate_value_Ioo (by linarith : -(2 * q) ≤ -q)
    hf.continuousOn (show E ∈ Set.Ioo (b * (-(2 * q)) ^ 3 - 3 * b * q ^ 2 * (-(2 * q)))
      (b * (-q) ^ 3 - 3 * b * q ^ 2 * (-q)) from ⟨by nlinarith, by nlinarith⟩)
  have hx : b * x ^ 3 - 3 * b * q ^ 2 * x = E := hx'
  have hy : b * y ^ 3 - 3 * b * q ^ 2 * y = E := hy'
  have hv := stationary_pair (by linarith : y < x).ne' hx hy
  refine ⟨y, x, ⟨hy1, hy2⟩, ⟨hx1, hx2⟩, fun P => ⟨fun hP => ?_, ?_⟩⟩
  · obtain ⟨hs, hc⟩ := stationary_of_isLocalMin hP
    have h0 : b * ((P - x) * ((P - y) * (P + x + y))) = 0 := by
      linear_combination hs - hx + (P - x) * hv
    rcases mul_eq_zero.mp ((mul_eq_zero.mp h0).resolve_left hb.ne') with h | h
    · right; linarith
    rcases mul_eq_zero.mp h with h | h
    · left; linarith
    -- the third stationary point has negative curvature
    have hlt : P ^ 2 < q ^ 2 := sq_lt_sq' (by linarith) (by linarith)
    have := mul_lt_mul_of_pos_left hlt hb
    exfalso
    linarith
  · have hxq : q ^ 2 < x ^ 2 := by nlinarith
    have hyq : q ^ 2 < y ^ 2 := by nlinarith
    have hxb := mul_lt_mul_of_pos_left hxq hb
    have hyb := mul_lt_mul_of_pos_left hyq hb
    rintro (h | h) <;> rw [h]
    · exact isLocalMin_of_curvature hy (by linarith)
    · exact isLocalMin_of_curvature hx (by linarith)

private theorem scale {a b : ℝ} (ha : 0 < a) (hb : 0 < b) :
    ∃ q, 0 < q ∧ √(a / b) = √3 * q ∧ a = 3 * b * q ^ 2 ∧
      coerciveField a b = 2 * b * q ^ 3 := by
  have hr : √3 ^ 2 = (3 : ℝ) := Real.sq_sqrt (by norm_num)
  have hp : √(a / b) ^ 2 = a / b := Real.sq_sqrt (by positivity)
  obtain ⟨q, hq0, hq⟩ : ∃ q, 0 < q ∧ √(a / b) = √3 * q :=
    ⟨√(a / b) / √3, by positivity, by field_simp⟩
  have haq : a = 3 * b * q ^ 2 := by
    rw [hq, mul_pow, hr, eq_div_iff hb.ne'] at hp
    linarith
  refine ⟨q, hq0, hq, haq, ?_⟩
  unfold coerciveField
  rw [hq, div_eq_iff (by positivity)]
  linear_combination 2 * √3 * q * haq

/-- For `a, b > 0` and a bias field between zero and the coercive field, the energy has exactly two
local minima, one at negative and one at positive polarization. With `p = √(a/b)`, their energy
difference lies strictly between `(9√3/8) p E` and the rigid-dipole estimate `2 p E`. -/
theorem imprint_asymmetry {a b E : ℝ} (ha : 0 < a) (hb : 0 < b) (hE : 0 < E)
    (hEc : E < coerciveField a b) :
    ∃ Pm Pp, Pm < 0 ∧ 0 < Pp ∧
      (∀ P, IsLocalMin (landauEnergy a b E) P ↔ P = Pm ∨ P = Pp) ∧
      9 * √3 / 8 * √(a / b) * E < landauEnergy a b E Pm - landauEnergy a b E Pp ∧
      landauEnergy a b E Pm - landauEnergy a b E Pp < 2 * √(a / b) * E := by
  obtain ⟨q, hq0, hq, haq, hc⟩ := scale ha hb
  rw [hc] at hEc
  rw [hq]
  subst haq
  have hr : √3 ^ 2 = (3 : ℝ) := Real.sq_sqrt (by norm_num)
  obtain ⟨y, x, ⟨hy1, hy2⟩, ⟨hx1, hx2⟩, hmin⟩ :=
    two_minima hb hq0 (by rwa [abs_of_pos hE])
  have hx := (stationary_of_isLocalMin ((hmin x).2 (Or.inr rfl))).1
  have hy := (stationary_of_isLocalMin ((hmin y).2 (Or.inl rfl))).1
  have hne : x ≠ y := (by linarith : y < x).ne'
  have hD := asymmetry_eq hne hx hy
  have hV : x ^ 2 + x * y + y ^ 2 = 3 * q ^ 2 :=
    mul_left_cancel₀ hb.ne' (by linarith [stationary_pair hne hx hy])
  have hEs : E = b * (x + y) * (3 * q ^ 2 - (x + y) ^ 2) := by
    linear_combination -hx + b * (x + (x + y)) * hV
  have hsd : 3 * (x + y) ^ 2 + (x - y) ^ 2 = 12 * q ^ 2 := by linear_combination 4 * hV
  have hs1 : -q < x + y := by linarith
  have hs2 : x + y < q := by linarith
  have hd0 : 0 < x - y := by linarith
  refine ⟨y, x, by linarith, by linarith, hmin, ?_⟩
  rw [hD]
  -- sum and difference of the two polarizations are the natural variables
  generalize x + y = s at *
  generalize x - y = d at *
  have hsq : s ^ 2 < q ^ 2 := sq_lt_sq' hs1 hs2
  have hs : 0 < s := by
    by_contra h
    have hk : 0 < b * (3 * q ^ 2 - s ^ 2) := mul_pos hb (by nlinarith)
    nlinarith [mul_nonneg (by linarith : 0 ≤ -s) hk.le]
  have hE2 : E = b * s * (d ^ 2 - 3 * q ^ 2) / 3 := by
    linear_combination hEs - b * s / 3 * hsd
  have hd1 : 3 * q < d := lt_of_pow_lt_pow_left₀ 2 hd0.le (by nlinarith)
  have hp2 : (2 * √3 * q) ^ 2 = 12 * q ^ 2 := by linear_combination 4 * q ^ 2 * hr
  have hd2 : d < 2 * √3 * q :=
    lt_of_pow_lt_pow_left₀ 2 (by positivity) (by nlinarith [pow_pos hs 2])
  constructor
  · have h : b * s * d ^ 3 / 4 - 9 * √3 / 8 * (√3 * q) * E =
        b * s / 8 * ((d - 3 * q) ^ 2 * (2 * d + 3 * q)) := by
      rw [hE2]
      linear_combination (-(9 / 8) * q * (b * s * (d ^ 2 - 3 * q ^ 2) / 3)) * hr
    have h1 : 0 < d - 3 * q := by linarith
    have h2 : 0 < b * s / 8 * ((d - 3 * q) ^ 2 * (2 * d + 3 * q)) := by positivity
    linarith
  · have h : 2 * (√3 * q) * E - b * s * d ^ 3 / 4 =
        b * s / 12 * ((2 * √3 * q - d) * (3 * d ^ 2 - 2 * √3 * q * d - 12 * q ^ 2)) := by
      rw [hE2]
      linear_combination (b * s * d * q ^ 2 / 3) * hr
    have h1 : 0 < 2 * √3 * q - d := by linarith
    have h2 : 2 * √3 * q * d < 2 * √3 * q * (2 * √3 * q) :=
      mul_lt_mul_of_pos_left hd2 (by positivity)
    have h3 : 0 < 3 * d ^ 2 - 2 * √3 * q * d - 12 * q ^ 2 := by nlinarith
    have h4 := mul_pos (by positivity : 0 < b * s / 12) (mul_pos h1 h3)
    linarith

/-- For `a, b > 0` and `E` between zero and the coercive field, any two local minima `P₁ < P₂`
differ in energy by more than `√3 p E` and less than `2 p E`, where `p = √(a/b)`. -/
theorem rigid_dipole_overestimates {a b E P₁ P₂ : ℝ} (ha : 0 < a) (hb : 0 < b) (hE : 0 < E)
    (hEc : E < coerciveField a b) (h₁ : IsLocalMin (landauEnergy a b E) P₁)
    (h₂ : IsLocalMin (landauEnergy a b E) P₂) (hlt : P₁ < P₂) :
    √3 * √(a / b) * E < landauEnergy a b E P₁ - landauEnergy a b E P₂ ∧
      landauEnergy a b E P₁ - landauEnergy a b E P₂ < 2 * √(a / b) * E := by
  obtain ⟨y, x, hy, hx, hmin, hlo, hhi⟩ := imprint_asymmetry ha hb hE hEc
  have hpos : 0 < √3 * √(a / b) * E := by positivity
  rcases (hmin P₁).1 h₁ with e₁ | e₁ <;> rcases (hmin P₂).1 h₂ with e₂ | e₂
  · exfalso; linarith
  · rw [e₁, e₂]
    exact ⟨by linarith, hhi⟩
  · exfalso; linarith
  · exfalso; linarith

/-- For `a, b > 0`, at the coercive field the polarizations `-p/√3` and `2p/√3`, with
`p = √(a/b)`, are stationary and their energies differ by exactly `(9√3/8) p E`. -/
theorem asymmetry_at_coerciveField {a b : ℝ} (ha : 0 < a) (hb : 0 < b) :
    HasDerivAt (landauEnergy a b (coerciveField a b)) 0 (-(√(a / b) / √3)) ∧
      HasDerivAt (landauEnergy a b (coerciveField a b)) 0 (2 * (√(a / b) / √3)) ∧
      landauEnergy a b (coerciveField a b) (-(√(a / b) / √3)) -
        landauEnergy a b (coerciveField a b) (2 * (√(a / b) / √3)) =
          9 * √3 / 8 * √(a / b) * coerciveField a b := by
  obtain ⟨q, hq0, hq, haq, hc⟩ := scale ha hb
  have hr : √3 ^ 2 = (3 : ℝ) := Real.sq_sqrt (by norm_num)
  have hr0 : √3 ≠ (0 : ℝ) := by positivity
  have hq1 : √(a / b) / √3 = q := by
    rw [hq, mul_div_cancel_left₀ q hr0]
  rw [hq1, hc, hq]
  subst haq
  refine ⟨(hasDerivAt_landauEnergy _ _ _ _).congr_deriv (by ring),
    (hasDerivAt_landauEnergy _ _ _ _).congr_deriv (by ring), ?_⟩
  unfold landauEnergy
  linear_combination (-(9 / 8) * q * (2 * b * q ^ 3)) * hr

end

end FerroelectricImprint
```

```lean
#print axioms FerroelectricImprint.rigid_dipole_overestimates
#print axioms FerroelectricImprint.asymmetry_at_coerciveField
```

```
'FerroelectricImprint.rigid_dipole_overestimates' depends on axioms: [propext, Classical.choice, Quot.sound]
'FerroelectricImprint.asymmetry_at_coerciveField' depends on axioms: [propext, Classical.choice, Quot.sound]
```

## Physical reading and limits of the theorems

`landauEnergy a b E` is $F$ as a function of a real polarization, and `IsLocalMin` means a minimum with respect to small changes of that one variable. In `imprint_asymmetry`, `Pm` and `Pp` are the negative and positive minima, $y$ and $x$ above. The "if and only if" in the statement says that there are no others. `rigid_dipole_overestimates` takes any two local minima with `P₁ < P₂`, so it applies to the two exact minima however they are found; numerical output approximates them.

The hypotheses `0 < a` and `0 < b` describe a ferroelectric below a continuous transition, with an energy that is bounded below. The bias `E` stands for a constant internal field, such as one left by trapped charge or unequal electrodes; its origin and its size are inputs. `coerciveField` is defined by the formula for $E_c$, the field at which the less stable minimum disappears in this model. The sign convention is that positive `E` favours positive polarization. At $E=0$ the offset and both bounds are zero, so the strict inequalities fail.

The model has no domain walls, gradient or strain energy, depolarizing field that varies with $P$, or sixth-order term. A material with a first-order transition therefore needs a different analysis. The coefficients are fixed real numbers, and nothing is derived about their temperature dependence or their values from electronic structure. The theorems concern real arithmetic; rounding in a floating-point code needs its own tolerance, especially at small $E$, where two nearly equal energies are subtracted.
